# The trace of the g shift is origin independent exactly when the total momentum response is symmetric, the whole tensor exactly when it is zero

A g-tensor calculation with a common gauge origin can be repeated with the origin moved, say from a metal atom to the centre of charge, and the two results compared. If only the isotropic shift is compared, which is one third of the trace, agreement says less than it seems to. For a first-order g shift built from fixed linear responses, the trace can stay constant under every displacement while the tensor itself changes, so a stable isotropic g does not prove convergence. What decides is the total momentum response: the response of the momentum to the spin-orbit operator plus the expectation value of that operator's derivative with respect to momentum.

```lean
import Mathlib

open Matrix

namespace GTensorGaugeOrigin

noncomputable section
```

## The g shift and its gauge origin

Cartesian indices run over 0, 1, 2 for $x, y, z$. The Levi-Civita symbol has the closed form $\varepsilon_{ijk}=(j-i)(k-j)(k-i)/2$, which gives $\varepsilon_{012}=1$ and vanishes when two indices agree.

```lean
/-- The Levi-Civita symbol on three Cartesian indices. -/
def eps (i j k : Fin 3) : ℝ :=
  ((j.val : ℝ) - (i.val : ℝ)) * ((k.val : ℝ) - (j.val : ℝ)) * ((k.val : ℝ) - (i.val : ℝ)) / 2
```

For a real $3\times3$ matrix $F$ and a displacement $r$ of the gauge origin, define

$$E(r)_{il}=-\sum_{jk}\varepsilon_{ijk}\,r_jF_{kl}.$$

The row index $i$ belongs to the magnetic field and the column index $l$ to the spin.

```lean
/-- The matrix `E(r)_il = -∑ ε_ijk r_j F_kl` built from a momentum response `F` and a
displacement `r` of the gauge origin. -/
def originChange (F : Matrix (Fin 3) (Fin 3) ℝ) (r : Fin 3 → ℝ) : Matrix (Fin 3) (Fin 3) ℝ :=
  Matrix.of fun i l => -∑ j, ∑ k, eps i j k * r j * F k l
```

That $E(r)$ is the change of the g shift has to be derived from the g shift itself. Let $x_j$ and $p_k$ be position and momentum, and let $w_{kl}$ be the derivative with respect to $p_k$ of the spin-orbit operator that multiplies spin component $l$. In atomic units, with gauge origin $R$, up to a common prefactor and leaving out the relativistic mass correction, which does not depend on the origin,

$$\Delta g_{il}(R)=\sum_{jk}\varepsilon_{ijk}\left[\chi_l\big((x_j-R_j)p_k\big)+\rho\big((x_j-R_j)w_{kl}\big)\right].$$

Here $\chi_l$ gives the response of an operator to spin-orbit component $l$, so the first term is the orbital Zeeman contribution. The second is the diamagnetic one, with $\rho$ the expectation value in the unperturbed state, including its spin weighting.

In Lean the operators are elements of an arbitrary real algebra `A`, and `χ l` and `ρ` are real linear functionals on it. No commutation relation is assumed. The functionals do not depend on $R$: this describes a common gauge origin with a field-independent basis and an effective one-electron spin-orbit operator, not field-dependent orbitals.

```lean
variable {A : Type*} [Ring A] [Algebra ℝ A]
  (x p : Fin 3 → A) (w : Fin 3 → Fin 3 → A) (χ : Fin 3 → A →ₗ[ℝ] ℝ) (ρ : A →ₗ[ℝ] ℝ)

/-- The orbital Zeeman and diamagnetic parts of the g shift for gauge origin `R`, in atomic units
and up to a common prefactor: the response `χ l` of the orbital moment `(x - R) × p` to the
spin-orbit operator `l`, plus the diamagnetic expectation value `ρ` of `(x - R) × w`, where `w k l`
is the derivative of that operator with respect to momentum `k`. -/
def gShift (R : Fin 3 → ℝ) : Matrix (Fin 3) (Fin 3) ℝ :=
  Matrix.of fun i l => ∑ j, ∑ k, eps i j k *
    (χ l ((x j - R j • (1 : A)) * p k) + ρ ((x j - R j • (1 : A)) * w k l))
```

The same functionals define the total momentum response

$$F_{kl}=\chi_l(p_k)+\rho(w_{kl}).$$

```lean
/-- The total momentum-spin-orbit response: the response of the momentum `p k` to the spin-orbit
operator `l`, plus the expectation value of `w k l`. -/
def momentumResponse : Matrix (Fin 3) (Fin 3) ℝ :=
  Matrix.of fun k l => χ l (p k) + ρ (w k l)
```

Moving the origin from $R$ to $R+r$ changes the first operator by

$$(x_j-R_j-r_j)p_k-(x_j-R_j)p_k=-r_jp_k,$$

and the second likewise by $-r_jw_{kl}$. By linearity $\Delta g(R+r)-\Delta g(R)=E(r)$. The proof compares the double sums term by term; `sub_mul` and `map_sub` carry out the expansion, and `ring` cancels the terms containing $x_j$.

```lean
/-- Moving the gauge origin by `r` changes the g shift by `E(r)`, with `F` the total
momentum-spin-orbit response. -/
theorem gShift_add_sub (R r : Fin 3 → ℝ) :
    gShift x p w χ ρ (R + r) - gShift x p w χ ρ R =
      originChange (momentumResponse p w χ ρ) r := by
  ext i l
  simp only [Matrix.sub_apply, gShift, originChange, momentumResponse, Matrix.of_apply,
    ← Finset.sum_sub_distrib, ← Finset.sum_neg_distrib]
  refine Finset.sum_congr rfl fun j _ => Finset.sum_congr rfl fun k _ => ?_
  -- the position operator cancels, and only the displacement survives
  simp only [Pi.add_apply, sub_mul, smul_mul_assoc, one_mul, map_sub, map_smul, smul_eq_mul]
  ring
```

## What the trace sees

Written out, the rows are

$$E_{0l}=r_2F_{1l}-r_1F_{2l},\quad E_{1l}=r_0F_{2l}-r_2F_{0l},\quad E_{2l}=r_1F_{0l}-r_0F_{1l}.$$

Each column of $E(r)$ is thus minus the cross product of $r$ with the same column of $F$.

```lean
/-- The three rows of `E(r)` written out: each column is minus the cross product of `r` with the
corresponding column of `F`. -/
theorem originChange_rows (F : Matrix (Fin 3) (Fin 3) ℝ) :
    (∀ r l, originChange F r 0 l = r 2 * F 1 l - r 1 * F 2 l) ∧
    (∀ r l, originChange F r 1 l = r 0 * F 2 l - r 2 * F 0 l) ∧
    (∀ r l, originChange F r 2 l = r 1 * F 0 l - r 0 * F 1 l) := by
  refine ⟨fun r l => ?_, fun r l => ?_, fun r l => ?_⟩ <;>
    norm_num [originChange, eps, Fin.sum_univ_three] <;> ring
```

Adding the diagonal entries gives

$$\operatorname{Tr}E(r)=r_0(F_{21}-F_{12})+r_1(F_{02}-F_{20})+r_2(F_{10}-F_{01}).$$

If this vanishes for the three unit displacements, the three brackets vanish and $F$ is symmetric. Conversely, a symmetric $F$ makes every bracket zero. The Lean proof establishes this formula as `htr` and then follows the same two directions.

```lean
/-- The trace of `E(r)` vanishes for every displacement exactly when `F` is symmetric. -/
theorem trace_originChange_eq_zero_iff (F : Matrix (Fin 3) (Fin 3) ℝ) :
    (∀ r, (originChange F r).trace = 0) ↔ F.IsSymm := by
  obtain ⟨e0, e1, e2⟩ := originChange_rows F
  -- the trace pairs the displacement with the antisymmetric part of F
  have htr : ∀ r, (originChange F r).trace =
      r 0 * (F 2 1 - F 1 2) + r 1 * (F 0 2 - F 2 0) + r 2 * (F 1 0 - F 0 1) := by
    intro r
    rw [Matrix.trace_fin_three, e0, e1, e2]
    ring
  constructor
  · intro h
    have h0 := h ![1, 0, 0]
    have h1 := h ![0, 1, 0]
    have h2 := h ![0, 0, 1]
    rw [htr] at h0 h1 h2
    simp at h0 h1 h2
    ext i j
    fin_cases i <;> fin_cases j <;> simp <;> linarith
  · intro hs r
    rw [htr]
    linear_combination r 0 * hs.apply 1 2 + r 1 * hs.apply 2 0 + r 2 * hs.apply 0 1
```

## What the whole tensor sees

Suppose $E(t)=0$. Then every column of $F$ is parallel to $t$, that is, $t_aF_{bl}=t_bF_{al}$ for all $a,b$; this is `par` in the proof. If it holds for both $r$ and $s$, then

$$(r_as_b-r_bs_a)F_{cl}=s_c(r_aF_{bl}-r_bF_{al})=0.$$

A single nonzero entry $F_{cl}$ would therefore force $r\times s=0$. Two non-parallel displacements that leave the full tensor unchanged are enough to show $F=0$. One is not, since the columns of $F$ may lie along it.

```lean
/-- If `E` vanishes for two displacements that are not parallel, then `F` is zero. -/
theorem eq_zero_of_two_displacements (F : Matrix (Fin 3) (Fin 3) ℝ) (r s : Fin 3 → ℝ)
    (hrs : crossProduct r s ≠ 0) (hr : originChange F r = 0) (hs : originChange F s = 0) :
    F = 0 := by
  obtain ⟨e0, e1, e2⟩ := originChange_rows F
  -- a vanishing change makes every column of F parallel to the displacement
  have par : ∀ t, originChange F t = 0 → ∀ l a b, t a * F b l = t b * F a l := by
    intro t ht l a b
    have h0 := e0 t l
    have h1 := e1 t l
    have h2 := e2 t l
    rw [ht, Matrix.zero_apply] at h0 h1 h2
    fin_cases a <;> fin_cases b <;> simp <;> linarith
  ext c l
  by_contra hF
  have key : ∀ a b, r a * s b - r b * s a = 0 := by
    intro a b
    have h : (r a * s b - r b * s a) * F c l = 0 := by
      linear_combination r a * par s hs l b c - r b * par s hs l a c + s c * par r hr l a b
    exact (mul_eq_zero.mp h).resolve_right hF
  apply hrs
  rw [cross_apply, key 1 2, key 2 0, key 0 1]
  ext i
  fin_cases i <;> rfl
```

Applying this to unit steps along $x$ and $y$ gives the criterion for all displacements; the converse is immediate from the definition of $E$.

```lean
/-- The whole matrix `E(r)` vanishes for every displacement exactly when `F` is zero. -/
theorem originChange_eq_zero_iff (F : Matrix (Fin 3) (Fin 3) ℝ) :
    (∀ r, originChange F r = 0) ↔ F = 0 := by
  constructor
  · intro h
    refine eq_zero_of_two_displacements F ![1, 0, 0] ![0, 1, 0] ?_ (h _) (h _)
    intro hc
    have h2 := congrFun hc 2
    simp [cross_apply] at h2
  · rintro rfl r
    ext i l
    simp [originChange]
```

To first order in the shift, $gg^{\mathsf T}$ contains only the symmetric part of $\Delta g$, so that part deserves its own criterion. Require $E(r)+E(r)^{\mathsf T}=0$. A unit step along $x$ gives

$$F_{21}=F_{12}=F_{20}=F_{10}=0,\qquad F_{11}=F_{22},$$

and a unit step along $y$ adds $F_{02}=F_{01}=0$ and $F_{00}=F_{22}$. Hence $F=c\,\mathbb 1$. Conversely, for such an $F$ the matrix $E(r)_{il}=-c\sum_j\varepsilon_{ijl}r_j$ is antisymmetric. The hypotheses `a1` to `b3` are these entrywise equations.

```lean
/-- The symmetric part of `E(r)` vanishes for every displacement exactly when `F` is a multiple
of the identity. -/
theorem symmetricPart_eq_zero_iff (F : Matrix (Fin 3) (Fin 3) ℝ) :
    (∀ r, originChange F r + (originChange F r)ᵀ = 0) ↔
      ∃ c : ℝ, F = c • (1 : Matrix (Fin 3) (Fin 3) ℝ) := by
  obtain ⟨e0, e1, e2⟩ := originChange_rows F
  constructor
  · intro h
    have g : ∀ r i j, originChange F r i j + originChange F r j i = 0 := by
      intro r i j
      have hij := congrFun (congrFun (h r) i) j
      simpa only [Matrix.add_apply, Matrix.transpose_apply, Matrix.zero_apply] using hij
    -- displacements along x and y already force F to be a multiple of the identity
    have a1 := g ![1, 0, 0] 1 1
    have a2 := g ![1, 0, 0] 2 2
    have a3 := g ![1, 0, 0] 0 1
    have a4 := g ![1, 0, 0] 0 2
    have a5 := g ![1, 0, 0] 1 2
    have b1 := g ![0, 1, 0] 2 2
    have b2 := g ![0, 1, 0] 1 2
    have b3 := g ![0, 1, 0] 0 2
    simp [e0, e1, e2] at a1 a2 a3 a4 a5 b1 b2 b3
    refine ⟨F 0 0, ?_⟩
    ext i j
    fin_cases i <;> fin_cases j <;> simp <;> linarith
  · rintro ⟨c, hc⟩ r
    have hF : ∀ i j, F i j = if i = j then c else 0 := by
      intro i j
      rw [hc]
      simp [Matrix.one_apply]
    ext i j
    fin_cases i <;> fin_cases j <;> simp [e0, e1, e2, hF]
```

## The two criteria for the g shift

Any two origins differ by $r=R'-R$, so the criteria for $E$ carry over to $\Delta g$. Its trace is the same for all origins if and only if $F$ is symmetric, and the whole tensor is the same if and only if $F=0$. The proof rewrites both conditions on $F$ as conditions on $E$ and uses `gShift_add_sub` in each direction. Even $F=0$ removes only the origin dependence, not other basis-set errors.

```lean
/-- The trace of the g shift is independent of the gauge origin exactly when the total
momentum-spin-orbit response is symmetric, whereas the whole g shift is independent of the gauge
origin exactly when that response is zero. -/
theorem gShift_origin_independence :
    ((∀ R R', (gShift x p w χ ρ R').trace = (gShift x p w χ ρ R).trace) ↔
      (momentumResponse p w χ ρ).IsSymm) ∧
    ((∀ R R', gShift x p w χ ρ R' = gShift x p w χ ρ R) ↔
      momentumResponse p w χ ρ = 0) := by
  rw [← trace_originChange_eq_zero_iff, ← originChange_eq_zero_iff]
  refine ⟨⟨fun h r => ?_, fun h R R' => ?_⟩, ⟨fun h r => ?_, fun h R R' => ?_⟩⟩
  · rw [← gShift_add_sub x p w χ ρ 0 r, Matrix.trace_sub, h 0 (0 + r), sub_self]
  · have h1 := h (R' - R)
    rw [← gShift_add_sub x p w χ ρ R, Matrix.trace_sub, add_sub_cancel] at h1
    exact sub_eq_zero.mp h1
  · rw [← gShift_add_sub x p w χ ρ 0 r, h 0 (0 + r), sub_self]
  · have h1 := h (R' - R)
    rw [← gShift_add_sub x p w χ ρ R, add_sub_cancel] at h1
    exact sub_eq_zero.mp h1
```

Another model would fix a Hamiltonian with a local potential and take $\chi_l$ and $\rho$ from an exact bound eigenstate. Physically, $F$ is then the first-order mean velocity in atomic units and should vanish, so the tensor would be origin independent from the start. The abstract functionals leave room for the truncated basis, where $F$ need not vanish.

## A constant trace with a changing tensor

Take $F=\operatorname{diag}(1,-1,0)$, chosen as a matrix and not computed for a molecule. It is symmetric, so the trace never changes. For $r=(0,0,1)$ the rows give $E_{0l}=F_{1l}$ and $E_{1l}=-F_{0l}$, hence

$$E(r)=\begin{pmatrix}0&-1&0\\-1&0&0\\0&0&0\end{pmatrix}.$$

This change is symmetric and couples $x$ and $y$, so it appears in $gg^{\mathsf T}$ at first order. Comparing full tensors would reveal it; comparing isotropic values would not.

```lean
/-- For `F = diag(1, -1, 0)` the trace of `E(r)` is zero for every displacement, yet a unit
displacement along z gives a nonzero symmetric `E(r)` that couples x and y. -/
theorem stable_trace_unstable_tensor :
    (∀ r, (originChange (Matrix.diagonal ![1, -1, 0]) r).trace = 0) ∧
    originChange (Matrix.diagonal ![1, -1, 0]) ![0, 0, 1] =
      !![0, -1, 0; -1, 0, 0; 0, 0, 0] := by
  refine ⟨(trace_originChange_eq_zero_iff _).2 (Matrix.isSymm_diagonal _), ?_⟩
  obtain ⟨e0, e1, e2⟩ := originChange_rows (Matrix.diagonal ![1, -1, 0])
  ext i j
  fin_cases i <;> fin_cases j <;> simp [e0, e1, e2]

end

end GTensorGaugeOrigin
```

```lean
#print axioms GTensorGaugeOrigin.symmetricPart_eq_zero_iff
-- 'GTensorGaugeOrigin.symmetricPart_eq_zero_iff' depends on axioms: [propext, Classical.choice, Quot.sound]
#print axioms GTensorGaugeOrigin.gShift_origin_independence
-- 'GTensorGaugeOrigin.gShift_origin_independence' depends on axioms: [propext, Classical.choice, Quot.sound]
#print axioms GTensorGaugeOrigin.stable_trace_unstable_tensor
-- 'GTensorGaugeOrigin.stable_trace_unstable_tensor' depends on axioms: [propext, Classical.choice, Quot.sound]
```
